# The transposition (23) turns one Young operator for three electrons into another by conjugation

In the rational group algebra of the permutations of three electrons, let c1 = (e + (12))(e − (13))/3 and c2 = (e + (13))(e − (12))/3. The theorem `young_conjugate` states that (23) c1 (23) = c2, which is a conjugation because (23) is its own inverse. This is an identity between permutation operators alone, with no Hamiltonian or wavefunction in it. The proof writes (23) as (12)(13)(12), multiplies everything out and shortens the resulting words in (12) and (13) with the rules of `word_rules`. It then calls `module` to compare the two linear combinations.

Lean 4 with Mathlib refuses this proof:

```lean
import Mathlib

open Equiv

namespace YoungConjugate

noncomputable section

/-- The rational group algebra of the permutations of three electrons. -/
abbrev A3 := MonoidAlgebra ℚ (Perm (Fin 3))

/-- A permutation regarded as an element of the group algebra. -/
def P : Perm (Fin 3) →* A3 := MonoidAlgebra.of ℚ (Perm (Fin 3))

/-- The transposition (12); electrons 1, 2, 3 carry the labels 0, 1, 2. -/
def p12 : A3 := P (swap 0 1)

/-- The transposition (13). -/
def p13 : A3 := P (swap 0 2)

/-- The transposition (23). -/
def p23 : A3 := P (swap 1 2)

/-- The Young operator c1 = (e + (12))(e - (13))/3. -/
def young1 : A3 := (1 / 3 : ℚ) • ((1 + p12) * (1 - p13))

/-- The Young operator c2 = (e + (13))(e - (12))/3. -/
def young2 : A3 := (1 / 3 : ℚ) • ((1 + p13) * (1 - p12))

/-- Multiplication rules for (12) and (13), alone and in front of a further factor x,
and the expression of (23) through them. -/
theorem word_rules : p12 * p12 = 1 ∧ p13 * p13 = 1 ∧
    p13 * (p12 * p13) = p12 * (p13 * p12) ∧
    (∀ x, p12 * (p12 * x) = x) ∧ (∀ x, p13 * (p13 * x) = x) ∧
    (∀ x, p13 * (p12 * (p13 * x)) = p12 * (p13 * (p12 * x))) ∧
    p23 = p12 * (p13 * p12) := by
  have h1 : p12 * p12 = 1 := by rw [p12, ← map_mul, swap_mul_self, map_one]
  have h2 : p13 * p13 = 1 := by rw [p13, ← map_mul, swap_mul_self, map_one]
  have h3 : p13 * (p12 * p13) = p12 * (p13 * p12) := by
    simp only [p12, p13, ← map_mul]
    exact congrArg P (by decide)
  refine ⟨h1, h2, h3, fun x => ?_, fun x => ?_, fun x => ?_, ?_⟩
  · rw [← mul_assoc, h1, one_mul]
  · rw [← mul_assoc, h2, one_mul]
  · simpa only [mul_assoc] using congrArg (fun y => y * x) h3
  · simp only [p12, p13, p23, ← map_mul]
    exact congrArg P (by decide)

/-- The transposition (23) conjugates the first Young operator into the second. -/
theorem young_conjugate : p23 * young1 * p23 = young2 := by
  obtain ⟨h1, h2, h3, h4, h5, h6, h7⟩ := word_rules
  simp only [h7, young1, young2, smul_mul_assoc, mul_smul_comm, mul_add, add_mul,
    mul_sub, sub_mul, mul_one, one_mul, mul_assoc, h1, h2, h3, h4, h5, h6]
  module

end

end YoungConjugate
```

The error:

```
Main.lean:54:2: error: No goals to be solved
```

The repair, with which the file compiles:

```diff
@@ -52,5 +52,4 @@
   simp only [h7, young1, young2, smul_mul_assoc, mul_smul_comm, mul_add, add_mul,
     mul_sub, sub_mul, mul_one, one_mul, mul_assoc, h1, h2, h3, h4, h5, h6]
-  module
 
 end
```

What went wrong. The message "No goals to be solved" points at `module`, and it means that nothing was left to prove when that tactic started. The `simp only` call before it had already finished the proof.

That call does more than expand the products. The rules `h1` to `h6` also reduce every word in (12) and (13), and conjugation by (23) takes the terms e, (12), (13) and (12)(13) of c1 to e, (13), (12) and (13)(12), which are the terms of c2 with the same signs. The factor 1/3 is drawn out in front by `smul_mul_assoc` and `mul_smul_comm`. The two sides thus become the same expression, and `simp only` closes such an equation by reflexivity. No rearrangement of the sum remains for `module` to do.

The diff deletes the `module` line, so the proof ends where the goal is closed. The statement and the rewriting rules are unchanged.
